# On a connected finite network with detailed balance, the relative entropy of a positive distribution is stationary only at equilibrium

## Could a relaxation stall before it reaches equilibrium?

If the relative entropy to equilibrium could stop falling at some other distribution, a zero slope in my master-equation simulation would not show that the populations had equilibrated. I have a finite set of states, rates in detailed balance with a known distribution $\pi$, and populations $p(t)$ that are all positive. At what rate does the relative entropy change, and can that rate vanish anywhere except at $p=\pi$?

## The rate vanishes only at $\pi$ if open transitions connect all states

Let $k_{ij}$ be the rate from $i$ to $j$, and let $J_{ij}=p_ik_{ij}-p_jk_{ji}$ be the net flux. The master equation is $\dot p_i=\sum_j J_{ji}$. Write $x_i=p_i/\pi_i$ and $D=\sum_i p_i\ln x_i$. Differentiating gives

$$\dot D=\sum_i\dot p_i(\ln x_i+1)=\sum_{ij}J_{ji}(\ln x_i+1).$$

Exchanging the summation labels gives the same sum as $\sum_{ij}J_{ij}(\ln x_j+1)$. Averaging the two forms and using $J_{ji}=-J_{ij}$,

$$\dot D=-\tfrac12\sum_{ij}J_{ij}(\ln x_i-\ln x_j).$$

Detailed balance, $\pi_ik_{ij}=\pi_jk_{ji}$, gives $p_ik_{ij}=\pi_ik_{ij}x_i$ and $p_jk_{ji}=\pi_ik_{ij}x_j$. On an open channel, where both rates are positive, the ratio of these two one-way fluxes is therefore $x_i/x_j$, so $\dot D=-\sigma$ with

$$\sigma=\tfrac12\sum_{ij}J_{ij}\ln\frac{p_ik_{ij}}{p_jk_{ji}}=\tfrac12\sum_{ij}\pi_ik_{ij}(x_i-x_j)(\ln x_i-\ln x_j).$$

The logarithm is increasing, so no term is negative. If $\sigma=0$, then $x_i=x_j$ across every open channel, and hence along every path. On a connected network $p=c\,\pi$, and normalisation gives $c=1$. Conversely, $p=\pi$ makes every flux zero.

**Two states in numbers.** Take rates 1 forward and 2 back, so $\pi=(2/3,1/3)$, and start from $p=(5/6,1/6)$. The net forward flux is $5/6-1/3=1/2$ and the ratio of the one-way fluxes is $5/2$. The two ordered pairs contribute equally, so $\sigma=\tfrac12\ln\tfrac52\approx0.458$.

**Without connectedness.** Give two states no transitions at all, with $\pi=(1/2,1/2)$ and $p=(3/4,1/4)$. Detailed balance holds and $\sigma=0$, yet $p\ne\pi$. Nonnegative rates in detailed balance are thus not enough by themselves.

In the Lean file, `ι` is the finite set of states, `π` is a distribution and not the number, and `dissipation` is $\sigma$, usually called the entropy production rate (with $k_B=1$). `SolvesMasterAt` states the master equation at one time `t`, and `relEntropy_relaxation` gives both the derivative and the equivalence $\sigma=0\Leftrightarrow p=\pi$ at that time. Positivity and normalisation of $p(t)$ are assumed there, so a state with zero population is excluded. Rates may be zero provided the network is `Connected`; `connected_of_pos` recovers the case where all rates between distinct states are positive. For a closed pair Lean still assigns the logarithm a value, but the zero flux removes the term.

```lean
import Mathlib

namespace MasterEquationRelaxation

noncomputable section

variable {ι : Type*} [Fintype ι]

/-- Net probability flux from state `i` to state `j`, where `k i j` is the rate from `i` to `j`. -/
def flux (k : ι → ι → ℝ) (p : ι → ℝ) (i j : ι) : ℝ := p i * k i j - p j * k j i

/-- Detailed balance: in the distribution `π` the two one-way fluxes of every pair are equal. -/
def DetailedBalance (k : ι → ι → ℝ) (π : ι → ℝ) : Prop :=
  ∀ i j, π i * k i j = π j * k j i

/-- Every state can be reached from every other by a chain of transitions of positive rate. -/
def Connected (k : ι → ι → ℝ) : Prop :=
  ∀ i j, Relation.ReflTransGen (fun a b => 0 < k a b) i j

/-- The master equation at time `t`: each probability changes at the rate of its net influx. -/
def SolvesMasterAt (k : ι → ι → ℝ) (p : ℝ → ι → ℝ) (t : ℝ) : Prop :=
  ∀ i, HasDerivAt (fun s => p s i) (∑ j, flux k (p t) j i) t

/-- Relative entropy of `p` with respect to `π`, for positive `π`. -/
def relEntropy (p π : ι → ℝ) : ℝ := ∑ i, p i * Real.log (p i / π i)

/-- Half the sum of flux times logarithmic flux ratio, for positive `p` and rates that in each
pair are both nonzero or both zero; a pair with both rates zero contributes nothing. -/
def dissipation (k : ι → ι → ℝ) (p : ι → ℝ) : ℝ :=
  1 / 2 * ∑ i, ∑ j, flux k p i j * Real.log (p i * k i j / (p j * k j i))

omit [Fintype ι] in
/-- A network with positive rates between all distinct states is connected. -/
theorem connected_of_pos {k : ι → ι → ℝ} (hk : ∀ i j, i ≠ j → 0 < k i j) : Connected k := by
  intro i j
  by_cases h : i = j
  · subst h
    exact Relation.ReflTransGen.refl
  · exact Relation.ReflTransGen.single (hk i j h)

omit [Fintype ι] in
/-- Under detailed balance with positive `π`, the flux is driven by the difference of the
ratios `p / π` in the two states. -/
theorem flux_eq {k : ι → ι → ℝ} {π : ι → ℝ} (hπ : ∀ i, 0 < π i)
    (hdb : DetailedBalance k π) (p : ι → ℝ) (i j : ι) :
    flux k p i j = π i * k i j * (p i / π i - p j / π j) := by
  have hi := (hπ i).ne'
  have hj := (hπ j).ne'
  have h1 : π i * k i j * (p i / π i) = p i * k i j := by field_simp
  have h2 : π i * k i j * (p j / π j) = p j * k j i := by
    rw [hdb i j]
    field_simp
  rw [mul_sub, h1, h2, flux]

omit [Fintype ι] in
/-- Under detailed balance with positive `π`, the logarithmic flux ratio of a positive `p`,
multiplied by the flux, equals the flux times the difference of the potentials `ln (p / π)`. -/
theorem flux_mul_log {k : ι → ι → ℝ} {π p : ι → ℝ} (hπ : ∀ i, 0 < π i)
    (hdb : DetailedBalance k π) (hp : ∀ i, 0 < p i) (i j : ι) :
    flux k p i j * Real.log (p i * k i j / (p j * k j i)) =
      flux k p i j * (Real.log (p i / π i) - Real.log (p j / π j)) := by
  by_cases hk : k i j = 0
  · -- a closed channel carries no flux
    rw [flux_eq hπ hdb, hk]
    simp
  · have hk' : k j i ≠ 0 := by
      intro h
      have h' := hdb i j
      rw [h, mul_zero] at h'
      exact mul_ne_zero (hπ i).ne' hk h'
    have hr : p i * k i j / (p j * k j i) = (p i / π i) / (p j / π j) := by
      rw [div_div_div_eq, div_eq_div_iff (mul_ne_zero (hp j).ne' hk')
        (mul_ne_zero (hπ i).ne' (hp j).ne')]
      linear_combination p i * p j * hdb i j
    rw [hr, Real.log_div (div_pos (hp i) (hπ i)).ne' (div_pos (hp j) (hπ j)).ne']

/-- Summation by parts for an antisymmetric flux `J` and a potential `L`. -/
theorem sum_by_parts (J : ι → ι → ℝ) (L : ι → ℝ) (hJ : ∀ i j, J j i = -J i j) :
    ∑ i, (∑ j, J j i) * (L i + 1) = -(1 / 2 * ∑ i, ∑ j, J i j * (L i - L j)) := by
  simp only [Finset.sum_mul]
  have h1 : ∑ i, ∑ j, J j i * (L i + 1) = ∑ i, ∑ j, J i j * (L j + 1) := Finset.sum_comm
  have h2 : ∑ i, ∑ j, J i j * (L i - L j) +
      (∑ i, ∑ j, J i j * (L j + 1) + ∑ i, ∑ j, J j i * (L i + 1)) = 0 := by
    simp only [← Finset.sum_add_distrib]
    refine Finset.sum_eq_zero fun i _ => Finset.sum_eq_zero fun j _ => ?_
    rw [hJ i j]
    ring
  linarith

/-- Under detailed balance with positive `π`, the relative entropy of a positive solution of the
master equation has derivative minus `dissipation`. -/
theorem hasDerivAt_relEntropy {k : ι → ι → ℝ} {π : ι → ℝ} {p : ℝ → ι → ℝ} {t : ℝ}
    (hπ : ∀ i, 0 < π i) (hdb : DetailedBalance k π) (hp : ∀ i, 0 < p t i)
    (hsol : SolvesMasterAt k p t) :
    HasDerivAt (fun s => relEntropy (p s) π) (-dissipation k (p t)) t := by
  have term : ∀ i v, HasDerivAt (fun s => p s i) v t →
      HasDerivAt (fun s => p s i * Real.log (p s i / π i))
        (v * (Real.log (p t i / π i) + 1)) t := by
    intro i v hv
    have hi := (hπ i).ne'
    have hpi := (hp i).ne'
    have e : p t i * (v / π i / (p t i / π i)) = v := by field_simp
    refine (hv.fun_mul ((hv.div_const (π i)).log (div_pos (hp i) (hπ i)).ne')).congr_deriv ?_
    calc _ = v * Real.log (p t i / π i) + p t i * (v / π i / (p t i / π i)) := rfl
      _ = _ := by rw [e]; ring
  have hs : HasDerivAt (fun s => ∑ i, p s i * Real.log (p s i / π i))
      (∑ i, (∑ j, flux k (p t) j i) * (Real.log (p t i / π i) + 1)) t :=
    HasDerivAt.fun_sum fun i _ => term i _ (hsol i)
  refine hs.congr_deriv ?_
  simp only [dissipation, flux_mul_log hπ hdb hp]
  exact sum_by_parts (flux k (p t)) (fun i => Real.log (p t i / π i))
    (fun i j => by unfold flux; ring)

/-- For distinct positive numbers, the difference and the difference of logarithms have the
same sign. -/
theorem sub_mul_log_pos {x y : ℝ} (hx : 0 < x) (hy : 0 < y) (h : x ≠ y) :
    0 < (x - y) * (Real.log x - Real.log y) := by
  rcases lt_or_gt_of_ne h with h | h
  · exact mul_pos_of_neg_of_neg (sub_neg.2 h) (sub_neg.2 (Real.log_lt_log hx h))
  · exact mul_pos (sub_pos.2 h) (sub_pos.2 (Real.log_lt_log hy h))

/-- On a connected network with nonnegative rates in detailed balance with a positive normalised
`π`, the dissipation of a positive normalised `p` vanishes exactly when `p = π`. -/
theorem dissipation_eq_zero_iff {k : ι → ι → ℝ} {π p : ι → ℝ} (hπ : ∀ i, 0 < π i)
    (hπ1 : ∑ i, π i = 1) (hdb : DetailedBalance k π) (hk : ∀ i j, i ≠ j → 0 ≤ k i j)
    (hc : Connected k) (hp : ∀ i, 0 < p i) (hp1 : ∑ i, p i = 1) :
    dissipation k p = 0 ↔ p = π := by
  have hx : ∀ i, 0 < p i / π i := fun i => div_pos (hp i) (hπ i)
  have hterm : ∀ i j, flux k p i j * Real.log (p i * k i j / (p j * k j i)) =
      π i * k i j * ((p i / π i - p j / π j) *
        (Real.log (p i / π i) - Real.log (p j / π j))) := by
    intro i j
    rw [flux_mul_log hπ hdb hp, flux_eq hπ hdb, mul_assoc]
  have hnn : ∀ i j, 0 ≤ flux k p i j * Real.log (p i * k i j / (p j * k j i)) := by
    intro i j
    rw [hterm]
    by_cases h : p i / π i = p j / π j
    · simp [h]
    · have hij : i ≠ j := fun e => h (by rw [e])
      exact mul_nonneg (mul_nonneg (hπ i).le (hk i j hij)) (sub_mul_log_pos (hx i) (hx j) h).le
  constructor
  · intro h
    have h0 : ∑ i, ∑ j, flux k p i j * Real.log (p i * k i j / (p j * k j i)) = 0 := by
      unfold dissipation at h
      linarith
    -- every open channel equalises the ratio p / π
    have edge : ∀ i j, 0 < k i j → p i / π i = p j / π j := by
      intro i j hij
      by_contra hne
      have a := (Finset.sum_eq_zero_iff_of_nonneg
        (fun i _ => Finset.sum_nonneg fun j _ => hnn i j)).1 h0 i (Finset.mem_univ i)
      have b := (Finset.sum_eq_zero_iff_of_nonneg
        (fun j _ => hnn i j)).1 a j (Finset.mem_univ j)
      rw [hterm] at b
      exact (mul_pos (mul_pos (hπ i) hij) (sub_mul_log_pos (hx i) (hx j) hne)).ne' b
    have path : ∀ i j, p i / π i = p j / π j := by
      intro i j
      have hij := hc i j
      induction hij with
      | refl => rfl
      | tail _ hbc ih => exact ih.trans (edge _ _ hbc)
    -- normalisation fixes the common ratio to one
    funext i
    have hj : ∀ j, p j = p i / π i * π j := by
      intro j
      rw [path i j]
      exact (div_mul_cancel₀ _ (hπ j).ne').symm
    have s : ∑ j, p j = p i / π i * ∑ j, π j := by
      rw [Finset.mul_sum]
      exact Finset.sum_congr rfl fun j _ => hj j
    rw [hp1, hπ1, mul_one] at s
    rw [hj i, ← s, one_mul]
  · intro h
    have hf : ∀ i j, flux k p i j = 0 := fun i j => by
      rw [h]
      exact sub_eq_zero.2 (hdb i j)
    simp [dissipation, hf]

/-- For nonnegative rates on a connected network in detailed balance with a positive normalised
`π`, the relative entropy of a positive normalised solution of the master equation has derivative
minus the dissipation, which vanishes exactly when the solution is at `π`. -/
theorem relEntropy_relaxation {k : ι → ι → ℝ} {π : ι → ℝ} {p : ℝ → ι → ℝ} {t : ℝ}
    (hπ : ∀ i, 0 < π i) (hπ1 : ∑ i, π i = 1) (hdb : DetailedBalance k π)
    (hk : ∀ i j, i ≠ j → 0 ≤ k i j) (hc : Connected k)
    (hp : ∀ i, 0 < p t i) (hp1 : ∑ i, p t i = 1) (hsol : SolvesMasterAt k p t) :
    HasDerivAt (fun s => relEntropy (p s) π) (-dissipation k (p t)) t ∧
      (dissipation k (p t) = 0 ↔ p t = π) :=
  ⟨hasDerivAt_relEntropy hπ hdb hp hsol, dissipation_eq_zero_iff hπ hπ1 hdb hk hc hp hp1⟩

/-- Nonequilibrium free energy, mean energy minus temperature times Shannon entropy, with
Boltzmann's constant set to one. -/
def freeEnergy (T : ℝ) (E p : ι → ℝ) : ℝ := ∑ i, p i * (E i + T * Real.log (p i))

/-- If the rates obey detailed balance with the Boltzmann weights at temperature `T > 0`, the free
energy of a positive solution of the master equation has derivative `-T` times the dissipation. -/
theorem hasDerivAt_freeEnergy {k : ι → ι → ℝ} {E : ι → ℝ} {T : ℝ} {p : ℝ → ι → ℝ} {t : ℝ}
    (hT : 0 < T) (hdb : DetailedBalance k (fun i => Real.exp (-E i / T)))
    (hp : ∀ i, 0 < p t i) (hsol : SolvesMasterAt k p t) :
    HasDerivAt (fun s => freeEnergy T E (p s)) (-(T * dissipation k (p t))) t := by
  -- the free energy is T times the relative entropy to the unnormalised weights
  have hF : (fun s => freeEnergy T E (p s)) =
      fun s => T * relEntropy (p s) (fun i => Real.exp (-E i / T)) := by
    funext s
    simp only [freeEnergy, relEntropy, Finset.mul_sum]
    refine Finset.sum_congr rfl fun i _ => ?_
    by_cases h0 : p s i = 0
    · simp [h0]
    · have e : T * (-E i / T) = -E i := mul_div_cancel₀ _ hT.ne'
      rw [Real.log_div h0 (Real.exp_ne_zero _), Real.log_exp]
      linear_combination p s i * e
  rw [hF]
  exact ((hasDerivAt_relEntropy (fun i => Real.exp_pos _) hdb hp hsol).const_mul T).congr_deriv
    (by ring)

/-- Two-state rates: 1 from the first state to the second, 2 back. -/
def twoStateRates : Fin 2 → Fin 2 → ℝ := ![![0, 1], ![2, 0]]

/-- An exponential approach to the distribution (2/3, 1/3). -/
def twoStateSolution (t : ℝ) : Fin 2 → ℝ :=
  ![2 / 3 + Real.exp (-3 * t) / 6, 1 / 3 - Real.exp (-3 * t) / 6]

/-- The two-state rates are connected and in detailed balance with (2/3, 1/3), and
`twoStateSolution` is a positive normalised solution of their master equation for `t ≥ 0`. -/
theorem relaxation_witness :
    DetailedBalance twoStateRates ![2 / 3, 1 / 3] ∧ Connected twoStateRates ∧
      ∀ t, 0 ≤ t → (∀ i, 0 < twoStateSolution t i) ∧ ∑ i, twoStateSolution t i = 1 ∧
        SolvesMasterAt twoStateRates twoStateSolution t := by
  refine ⟨?_, connected_of_pos ?_, fun t ht => ⟨?_, ?_, ?_⟩⟩
  · intro i j
    fin_cases i <;> fin_cases j <;> norm_num [twoStateRates]
  · intro i j h
    fin_cases i <;> fin_cases j <;> simp_all [twoStateRates]
  · have h1 : Real.exp (-3 * t) ≤ 1 := Real.exp_le_one_iff.2 (by linarith)
    have h2 := Real.exp_pos (-3 * t)
    refine Fin.forall_fin_two.2 ⟨?_, ?_⟩
    · show 0 < 2 / 3 + Real.exp (-3 * t) / 6
      linarith
    · show 0 < 1 / 3 - Real.exp (-3 * t) / 6
      linarith
  · rw [Fin.sum_univ_two]
    show (2 / 3 + Real.exp (-3 * t) / 6) + (1 / 3 - Real.exp (-3 * t) / 6) = 1
    ring
  · have he : HasDerivAt (fun s : ℝ => Real.exp (-3 * s)) (Real.exp (-3 * t) * (-3)) t :=
      (((hasDerivAt_id' t).const_mul (-3 : ℝ)).exp).congr_deriv (by ring)
    rw [SolvesMasterAt, Fin.forall_fin_two, Fin.sum_univ_two, Fin.sum_univ_two]
    constructor
    · refine ((he.div_const 6).const_add (2 / 3)).congr_deriv ?_
      show Real.exp (-3 * t) * (-3) / 6 =
        ((2 / 3 + Real.exp (-3 * t) / 6) * 0 - (2 / 3 + Real.exp (-3 * t) / 6) * 0) +
        ((1 / 3 - Real.exp (-3 * t) / 6) * 2 - (2 / 3 + Real.exp (-3 * t) / 6) * 1)
      ring
    · refine ((he.div_const 6).const_sub (1 / 3)).congr_deriv ?_
      show -(Real.exp (-3 * t) * (-3) / 6) =
        ((2 / 3 + Real.exp (-3 * t) / 6) * 1 - (1 / 3 - Real.exp (-3 * t) / 6) * 2) +
        ((1 / 3 - Real.exp (-3 * t) / 6) * 0 - (1 / 3 - Real.exp (-3 * t) / 6) * 0)
      ring

end

end MasterEquationRelaxation
```

```lean
#print axioms MasterEquationRelaxation.relEntropy_relaxation
#print axioms MasterEquationRelaxation.hasDerivAt_freeEnergy
```

```
'MasterEquationRelaxation.relEntropy_relaxation' depends on axioms: [propext, Classical.choice, Quot.sound]
'MasterEquationRelaxation.hasDerivAt_freeEnergy' depends on axioms: [propext, Classical.choice, Quot.sound]
```

`flux_eq` and `flux_mul_log` are the two consequences of detailed balance, with closed channels treated separately. `sum_by_parts` is the relabelling and averaging step, and `hasDerivAt_relEntropy` combines it with the product and chain rules.

In `dissipation_eq_zero_iff`, `hnn` shows that each term is nonnegative, using `sub_mul_log_pos`. A vanishing sum then forces each term to vanish, which gives `edge`; induction along a chain of transitions gives `path`, and summing over states fixes the constant.

`hasDerivAt_freeEnergy` treats Boltzmann weights at temperature $T>0$: the free energy $F=\sum_ip_i(E_i+T\ln p_i)$ has derivative $-T\sigma$. The code uses the unnormalised weights $e^{-E_i/T}$. With $Z=\sum_ie^{-E_i/T}$, $\pi_i=e^{-E_i/T}/Z$ and normalised $p$, this reads $F=T\,D(p,\pi)-T\ln Z$. `relaxation_witness` checks detailed balance and connectedness for the two-state example, and that its continuation as an exponential relaxation is a positive normalised solution for all $t\ge0$. The remaining assumptions, nonnegative rates and a positive normalised $\pi$, can be read off from the numbers.

For quantum systems, the result applies to positive, normalised level populations that obey the master equation above on finitely many levels, with no coupling to coherences, provided the rates are nonnegative, connect all levels and are in detailed balance. Whether a real system and its bath reduce to such a Markovian equation is a separate physical question. The result also sets no time scale for reaching equilibrium, and a slope that is merely small does not show that $p$ is close to $\pi$: multiplying all rates by a small positive factor multiplies $\sigma$ by the same factor at unchanged $p$.
